# A basis vector with zero coupling to the ground vector can still lower the ground energy

Take the real symmetric matrix

$$H=\begin{pmatrix}0&0&0\\0&1&c\\0&c&1\end{pmatrix},\qquad c>1 .$$

Its leading $2\times2$ block has ground energy $0$ and ground vector $(1,0)$. The third basis vector has zero matrix element with that ground vector, yet the full matrix has ground energy $1-c<0$.

More generally, let the diagonal be $(E_0,E_1,E_2)$ with $E_0\le E_1$ and $E_0\le E_2$, and let $c$ couple only the last two levels. Adding the third basis vector then lowers the ground energy below $E_0$ exactly when

$$(E_1-E_0)(E_2-E_0)<c^2 .$$

When a variational basis is grown step by step, as in selected configuration interaction, this three-level model shows that zero coupling to the current ground vector does not by itself make a candidate useless.

## The level $E_0$ is coupled to neither of the others

Write $b_0,b_1,b_2$ for the orthonormal basis vectors and $x_0,x_1,x_2$ for the real components of a trial vector $x$. The two zeros beside $E_0$ in the matrix mean that $b_0$ is an exact eigenstate, as happens when a symmetry separates it from the other two.

In Lean 4 with Mathlib:

```lean
import Mathlib

open Matrix

namespace DecoupledGroundVector

noncomputable section

/-- Three levels with energies `E₀, E₁, E₂`, where only the second and third are coupled,
with strength `c`. -/
def hamiltonian (E₀ E₁ E₂ c : ℝ) : Matrix (Fin 3) (Fin 3) ℝ :=
  !![E₀, 0, 0; 0, E₁, c; 0, c, E₂]

/-- The Hamiltonian restricted to the first two basis vectors. -/
def leadingBlock (H : Matrix (Fin 3) (Fin 3) ℝ) : Matrix (Fin 2) (Fin 2) ℝ :=
  !![H 0 0, H 0 1; H 1 0, H 1 1]
```

`leadingBlock` keeps the rows and columns of $b_0$ and $b_1$, which is the problem solved before $b_2$ is added.

```lean
/-- `v` is a nonzero eigenvector of `H` with energy `e`, and no trial vector has a lower
energy expectation value than `e`. -/
def IsGroundState {n : ℕ} (H : Matrix (Fin n) (Fin n) ℝ) (e : ℝ) (v : Fin n → ℝ) : Prop :=
  v ≠ 0 ∧ H *ᵥ v = e • v ∧ ∀ x : Fin n → ℝ, e * (x ⬝ᵥ x) ≤ x ⬝ᵥ H *ᵥ x
```

In `IsGroundState`, `*ᵥ` is the matrix acting on a vector and `⬝ᵥ` is the real scalar product. The last condition is the variational bound $e\le \langle x,Hx\rangle/\langle x,x\rangle$, multiplied out so that $x=0$ needs no exception. Vectors need not be normalised. Complex trial vectors and non-orthogonal bases are not treated.

```lean
/-- The lower energy of two levels `E₁, E₂` coupled with strength `c`. -/
def pairEnergy (E₁ E₂ c : ℝ) : ℝ :=
  (E₁ + E₂) / 2 - Real.sqrt (((E₁ - E₂) / 2) ^ 2 + c ^ 2)
```

This is the lower eigenvalue of the coupled pair, called $\varepsilon$ below:

$$\varepsilon=\frac{E_1+E_2}{2}-s,\qquad s=\sqrt{\delta^2+c^2},\qquad \delta=\frac{E_1-E_2}{2}.$$

Because of the two zeros, the energy form has no cross term containing $x_0$:

$$\langle x,Hx\rangle=E_0x_0^2+\left(E_1x_1^2+2c\,x_1x_2+E_2x_2^2\right).$$

```lean
/-- The energy form `x ⬝ᵥ H *ᵥ x` of a trial vector, not divided by `x ⬝ᵥ x`, written in the
components of `x`. -/
theorem energy_form (E₀ E₁ E₂ c : ℝ) (x : Fin 3 → ℝ) :
    x ⬝ᵥ hamiltonian E₀ E₁ E₂ c *ᵥ x =
      E₀ * x 0 ^ 2 + (E₁ * x 1 ^ 2 + 2 * c * x 1 * x 2 + E₂ * x 2 ^ 2) := by
  simp [hamiltonian, Matrix.mulVec, dotProduct, Fin.sum_univ_three]
  ring
```

The proof expands the sums and compares polynomials. All the lower bounds on the general model start from this separation. If $b_0$ were coupled to $b_2$, it would no longer be an eigenvector of $H$, and the ground energy would lie below $E_0$ however weak that coupling was.

## A pair form with nonnegative diagonal and determinant

Measured from a reference energy, the coupled pair has the form $py^2+2cyz+qz^2$. The conditions $p,q\ge0$ say that neither level lies below the reference. The condition $c^2\le pq$ says that the coupling is too weak to push a mixture of them below it.

If $p=0$, then $c^2\le0$, so $c=0$ and the form is $qz^2\ge0$. If $p>0$, multiply by $p$ and complete the square:

$$p\,(py^2+2cyz+qz^2)=(py+cz)^2+(pq-c^2)z^2\ge0,$$

then divide by $p$.

```lean
/-- A two-level energy form with nonnegative diagonal and nonnegative determinant is
nonnegative. -/
theorem two_level_nonneg {p q c : ℝ} (hp : 0 ≤ p) (hq : 0 ≤ q) (h : c ^ 2 ≤ p * q)
    (y z : ℝ) : 0 ≤ p * y ^ 2 + 2 * c * y * z + q * z ^ 2 := by
  rcases hp.eq_or_lt with h0 | hpos
  · have hc : c = 0 := by
      rw [← h0, zero_mul] at h
      exact pow_eq_zero_iff (two_ne_zero) |>.mp (le_antisymm h (sq_nonneg c))
    rw [← h0, hc]
    have := mul_nonneg hq (sq_nonneg z)
    linarith
  · -- complete the square after multiplying by `p`
    have key : p * (p * y ^ 2 + 2 * c * y * z + q * z ^ 2) =
        (p * y + c * z) ^ 2 + (p * q - c ^ 2) * z ^ 2 := by ring
    have h1 := mul_nonneg (sub_nonneg.mpr h) (sq_nonneg z)
    have h2 := sq_nonneg (p * y + c * z)
    refine le_of_mul_le_mul_left ?_ hpos
    rw [mul_zero, key]
    linarith
```

The two branches of `rcases` are these two cases, and `key` is the displayed identity. Without the determinant condition the claim fails: for $p=q=1$ and $c=2$, the choice $y=1$, $z=-1$ gives $-2$. Without the sign conditions it fails already for $p=q=-1$ and $c=0$.

## The pair is really coupled: $c\ne0$

A nonzero $c$ means that the levels $E_1$ and $E_2$ mix and repel. From the definition of $\varepsilon$,

$$E_1-\varepsilon=s+\delta,\qquad E_2-\varepsilon=s-\delta,$$

so the product is $s^2-\delta^2=c^2$, which is the secular equation. Since $c\ne0$ gives $s>|\delta|$, both factors are positive and $\varepsilon$ lies strictly below both levels.

```lean
/-- The lower pair energy solves the secular equation, and for nonzero coupling it lies
below both uncoupled levels. -/
theorem pairEnergy_spec (E₁ E₂ : ℝ) {c : ℝ} (hc : c ≠ 0) :
    (E₁ - pairEnergy E₁ E₂ c) * (E₂ - pairEnergy E₁ E₂ c) = c ^ 2 ∧
      pairEnergy E₁ E₂ c < E₁ ∧ pairEnergy E₁ E₂ c < E₂ := by
  have hs := Real.sq_sqrt (show 0 ≤ ((E₁ - E₂) / 2) ^ 2 + c ^ 2 by positivity)
  have hn := Real.sqrt_nonneg (((E₁ - E₂) / 2) ^ 2 + c ^ 2)
  have hc2 : 0 < c ^ 2 := by positivity
  unfold pairEnergy
  generalize Real.sqrt (((E₁ - E₂) / 2) ^ 2 + c ^ 2) = s at hs hn ⊢
  refine ⟨by linear_combination hs, ?_, ?_⟩
  · by_contra hcon
    have h1 : 0 ≤ -((E₁ - E₂) / 2 + s) := by linarith
    have h2 : 0 ≤ s - (E₁ - E₂) / 2 := by linarith
    nlinarith [mul_nonneg h1 h2]
  · by_contra hcon
    have h1 : 0 ≤ (E₁ - E₂) / 2 - s := by linarith
    have h2 : 0 ≤ s + (E₁ - E₂) / 2 := by linarith
    nlinarith [mul_nonneg h1 h2]
```

The proof replaces the square root by a number `s`, keeping only $s\ge0$ and $s^2=\delta^2+c^2$. Each strict inequality is proved by contradiction: the two factors add up to $2s\ge0$, so if one were not positive, the other would be nonnegative, and the product could not equal $c^2>0$.

For $c=0$ the secular equation survives, but $\varepsilon$ equals the lower of $E_1$ and $E_2$, so at least one strict inequality is lost, and both are if $E_1=E_2$.

## The pair energy does not exceed $E_0$

The condition $\varepsilon\le E_0$ says that the best mixture of $b_1$ and $b_2$ is at least as low as the isolated level. The candidate ground vector is $(0,c,\varepsilon-E_1)$. Its row for $b_1$ reads

$$E_1c+c(\varepsilon-E_1)=\varepsilon c,$$

and its row for $b_2$ reads

$$c^2+E_2(\varepsilon-E_1)=\varepsilon(\varepsilon-E_1),$$

which is the secular equation rearranged. For the variational bound, subtract $\varepsilon\langle x,x\rangle$ from the energy form:

$$(E_0-\varepsilon)x_0^2+\left[(E_1-\varepsilon)x_1^2+2c\,x_1x_2+(E_2-\varepsilon)x_2^2\right].$$

The first term is nonnegative by hypothesis. The bracket is nonnegative because its diagonal is positive and its determinant is zero.

```lean
/-- If `c ≠ 0` and the lower pair energy does not exceed `E₀`, it is the ground energy of the full
Hamiltonian, with an explicit ground vector in the span of the coupled pair. -/
theorem pair_isGroundState {E₀ E₁ E₂ c : ℝ} (hc : c ≠ 0) (h : pairEnergy E₁ E₂ c ≤ E₀) :
    IsGroundState (hamiltonian E₀ E₁ E₂ c) (pairEnergy E₁ E₂ c)
      ![0, c, pairEnergy E₁ E₂ c - E₁] := by
  obtain ⟨hpq, h1, h2⟩ := pairEnergy_spec E₁ E₂ hc
  generalize pairEnergy E₁ E₂ c = e at *
  refine ⟨fun h0 => hc (by simpa using congrFun h0 1), ?_, fun x => ?_⟩
  · ext i
    fin_cases i <;>
      simp [hamiltonian, Matrix.mulVec, dotProduct, Fin.sum_univ_three] <;>
      first | ring1 | linear_combination -hpq
  · have hx : x ⬝ᵥ x = x 0 ^ 2 + x 1 ^ 2 + x 2 ^ 2 := by
      simp only [dotProduct, Fin.sum_univ_three]; ring
    rw [energy_form, hx]
    have := two_level_nonneg (sub_nonneg.mpr h1.le) (sub_nonneg.mpr h2.le) hpq.ge (x 1) (x 2)
    have := mul_nonneg (sub_nonneg.mpr h) (sq_nonneg (x 0))
    linarith
```

In the proof, `linear_combination -hpq` supplies the secular equation for the last row, and `two_level_nonneg` handles the bracket. The normalised ground vector is obtained on division by $\sqrt{c^2+(\varepsilon-E_1)^2}$.

If $\varepsilon>E_0$, the vector is still an eigenvector, but $b_0$ has lower energy. If $c=0$ and $E_1\le E_2$, the formula for the vector gives zero.

## The isolated level is the ground level of the block: $E_0\le E_1$

This hypothesis makes $(1,0)$ a ground vector of the leading block, since

$$E_0x_0^2+E_1x_1^2-E_0(x_0^2+x_1^2)=(E_1-E_0)x_1^2\ge0 .$$

The matrix element $\langle b_2,Hb_0\rangle$ is zero by construction.

```lean
/-- For `E₀ ≤ E₁` the first basis vector is a ground vector of the leading block, with
energy `E₀`, and the third basis vector has zero coupling to it. -/
theorem block_ground_decoupled {E₀ E₁ : ℝ} (h : E₀ ≤ E₁) (E₂ c : ℝ) :
    IsGroundState (leadingBlock (hamiltonian E₀ E₁ E₂ c)) E₀ ![1, 0] ∧
      ![0, 0, 1] ⬝ᵥ hamiltonian E₀ E₁ E₂ c *ᵥ ![1, 0, 0] = 0 := by
  refine ⟨⟨fun h0 => ?_, ?_, fun x => ?_⟩, ?_⟩
  · have := congrFun h0 0
    simp at this
  · ext i
    fin_cases i <;>
      simp [leadingBlock, hamiltonian, Matrix.mulVec, dotProduct, Fin.sum_univ_two]
  · simp [leadingBlock, hamiltonian, Matrix.mulVec, dotProduct, Fin.sum_univ_two]
    nlinarith [mul_nonneg (sub_nonneg.mpr h) (sq_nonneg (x 1))]
  · simp [hamiltonian, Matrix.mulVec, dotProduct, Fin.sum_univ_three]
```

The `nlinarith` step uses exactly the term $(E_1-E_0)x_1^2$. If $E_1<E_0$, the block's ground vector is $b_1$, which couples to $b_2$ with strength $c$, and the situation is a different one. At $E_0=E_1$ the block is degenerate, and $(1,0)$ is only one choice of ground vector; for $c\neq0$ other choices do couple to $b_2$.

## The new level is not lower by itself, and the coupling passes a threshold

The condition $E_0\le E_2$ excludes the trivial case in which $b_2$ alone already has an energy below $E_0$. The threshold then compares the squared coupling with the product of the two gaps.

Suppose first that $c^2\le(E_1-E_0)(E_2-E_0)$. The pair form measured from $E_0$ is nonnegative, so $\langle x,Hx\rangle\ge E_0\langle x,x\rangle$ for every $x$. An eigenvector $v$ with energy $e<E_0$ would satisfy $(e-E_0)\langle v,v\rangle\ge0$, which forces $v=0$. No such eigenvector exists.

Suppose now that $c^2$ exceeds the product. The product is nonnegative, so $c\ne0$. If $\varepsilon\ge E_0$ held, then

$$(E_1-E_0)(E_2-E_0)=c^2+(\varepsilon-E_0)(E_2-\varepsilon)+(E_1-E_0)(\varepsilon-E_0)\ge c^2,$$

a contradiction. Hence $\varepsilon<E_0$, and $\varepsilon$ is the ground energy.

```lean
/-- With `E₀` the lowest of the three level energies, the full Hamiltonian has a ground
energy below `E₀` exactly when `c²` exceeds the product of the two gaps above `E₀`. -/
theorem ground_energy_lowered_iff {E₀ E₁ E₂ c : ℝ} (h1 : E₀ ≤ E₁) (h2 : E₀ ≤ E₂) :
    (∃ e v, IsGroundState (hamiltonian E₀ E₁ E₂ c) e v ∧ e < E₀) ↔
      (E₁ - E₀) * (E₂ - E₀) < c ^ 2 := by
  constructor
  · rintro ⟨e, v, ⟨hv, heig, -⟩, he⟩
    by_contra hcon
    -- below the threshold every expectation value is at least `E₀`
    have hq := two_level_nonneg (sub_nonneg.mpr h1) (sub_nonneg.mpr h2)
      (not_lt.mp hcon) (v 1) (v 2)
    have hx : v ⬝ᵥ v = v 0 ^ 2 + v 1 ^ 2 + v 2 ^ 2 := by
      simp only [dotProduct, Fin.sum_univ_three]; ring
    have hE := energy_form E₀ E₁ E₂ c v
    rw [heig, dotProduct_smul, smul_eq_mul] at hE
    have hnn : 0 ≤ v ⬝ᵥ v := by rw [hx]; positivity
    have hle : E₀ * (v ⬝ᵥ v) ≤ e * (v ⬝ᵥ v) := by rw [hE, hx]; linarith
    have hz : v ⬝ᵥ v = 0 := by
      by_contra hne
      have hpos : 0 < v ⬝ᵥ v := lt_of_le_of_ne hnn (Ne.symm hne)
      nlinarith [mul_pos (sub_pos.mpr he) hpos]
    exact hv (dotProduct_self_eq_zero.mp hz)
  · intro h
    have hc : c ≠ 0 := by
      rintro rfl
      nlinarith [mul_nonneg (sub_nonneg.mpr h1) (sub_nonneg.mpr h2)]
    obtain ⟨hpq, hl1, hl2⟩ := pairEnergy_spec E₁ E₂ hc
    -- above the threshold the lower root of the pair drops below `E₀`
    have hlt : pairEnergy E₁ E₂ c < E₀ := by
      by_contra hcon
      have hge := not_lt.mp hcon
      nlinarith [mul_nonneg (sub_nonneg.mpr hge) (sub_nonneg.mpr hl2.le),
        mul_nonneg (sub_nonneg.mpr h1) (sub_nonneg.mpr hge)]
    exact ⟨_, _, pair_isGroundState hc hlt.le, hlt⟩
```

The left side of the equivalence says that some ground energy `e` with ground vector `v` lies below `E₀`. Of the three conditions in `IsGroundState`, the first direction of the proof uses only the eigenvalue equation and `v ≠ 0`. In the second, the last `nlinarith` receives the two nonnegative products from the display, and `pair_isGroundState` supplies the ground state.

Without $E_0\le E_2$ the criterion can fail: for $E_1=E_0$, $E_2<E_0$ and $c=0$, both sides of the inequality are zero, yet the ground energy is $E_2<E_0$. When both hypotheses hold and $c^2$ equals the product of the gaps, the ground energy is still $E_0$.

For a numerical instance, take levels $0,1,7$ and $c=4$. The product of gaps is $7<16$, so the energy drops. Here $\delta=-3$, $s=\sqrt{9+16}=5$ and $\varepsilon=4-5=-1$. The ground vector is $(0,4,-2)$, normalised $(0,2,-1)/\sqrt5$. With $c=2$ instead, $4<7$ and $\varepsilon=4-\sqrt{13}\approx0.39$, so the ground energy stays at $0$.

The same argument applied by hand to $-H$ treats the top of the spectrum: if $E_0\ge E_1$ and $E_0\ge E_2$, the highest eigenvalue exceeds $E_0$ exactly when $(E_0-E_1)(E_0-E_2)<c^2$.

## An eigenvector with energy below $E_0$

If $Hv=ev$, the row for $b_0$ reads $E_0v_0=ev_0$, so $(E_0-e)v_0=0$. For $e<E_0$ this gives $v_0=0$. The improved state therefore contains nothing of the old ground vector: it replaces that vector and does not correct it.

```lean
/-- Every eigenvector of the full Hamiltonian with energy below `E₀` is orthogonal to the
first basis vector. -/
theorem lower_state_orthogonal {E₀ E₁ E₂ c e : ℝ} {v : Fin 3 → ℝ}
    (hv : hamiltonian E₀ E₁ E₂ c *ᵥ v = e • v) (he : e < E₀) :
    ![1, 0, 0] ⬝ᵥ v = 0 := by
  have h0 : E₀ * v 0 = e * v 0 := by
    have := congrFun hv 0
    simpa only [hamiltonian, Matrix.mulVec, dotProduct, Fin.sum_univ_three, Matrix.of_apply,
      Matrix.cons_val, zero_mul, add_zero, Pi.smul_apply, smul_eq_mul] using this
  have h1 : (E₀ - e) * v 0 = 0 := by linear_combination h0
  have h2 : v 0 = 0 := (mul_eq_zero.mp h1).resolve_left (sub_pos.mpr he).ne'
  simp [dotProduct, Fin.sum_univ_three, h2]
```

The proof extracts this row with `congrFun hv 0` and cancels the nonzero factor. At $e=E_0$ the conclusion fails, because $b_0$ itself is an eigenvector with that energy.

## Levels $0,1,1$ with $c>1$

Both gaps equal $1$, so $c>1$ places the coupling above the threshold and fixes its sign. The vector $(0,1,-1)$, normalised $(0,1,-1)/\sqrt2$, has eigenvalue $1-c$, and the variational bound follows from

$$\langle x,Hx\rangle-(1-c)\langle x,x\rangle=(c-1)x_0^2+c\,(x_1+x_2)^2\ge0 .$$

```lean
/-- For level energies `0, 1, 1` and `c > 1`, the leading block has ground energy `0` and its
ground vector is decoupled from the third basis vector, yet the full Hamiltonian has the
negative ground energy `1 - c`, with ground vector `(0, 1, -1)`. -/
theorem decoupled_ground_vector_beaten {c : ℝ} (hc : 1 < c) :
    IsGroundState (leadingBlock (hamiltonian 0 1 1 c)) 0 ![1, 0] ∧
      ![0, 0, 1] ⬝ᵥ hamiltonian 0 1 1 c *ᵥ ![1, 0, 0] = 0 ∧
      IsGroundState (hamiltonian 0 1 1 c) (1 - c) ![0, 1, -1] ∧ 1 - c < 0 := by
  obtain ⟨hb, hd⟩ := block_ground_decoupled (zero_le_one (α := ℝ)) 1 c
  refine ⟨hb, hd, ⟨fun h0 => ?_, ?_, fun x => ?_⟩, by linarith⟩
  · have := congrFun h0 1
    simp at this
  · ext i
    fin_cases i <;>
      simp [hamiltonian, Matrix.mulVec, dotProduct, Fin.sum_univ_three] <;> ring
  · have hx : x ⬝ᵥ x = x 0 ^ 2 + x 1 ^ 2 + x 2 ^ 2 := by
      simp only [dotProduct, Fin.sum_univ_three]; ring
    rw [energy_form, hx]
    -- the excess energy is a sum of two squares with positive weights
    have h1 := mul_nonneg (sub_nonneg.mpr hc.le) (sq_nonneg (x 0))
    have h2 := mul_nonneg (zero_le_one.trans hc.le) (sq_nonneg (x 1 + x 2))
    linarith

end

end DecoupledGroundVector
```

The first two parts of the statement come from `block_ground_decoupled`. The eigenvalue equation is checked row by row, and `h1` and `h2` are the two squares in the display. For $0\le c\le1$ the ground energy is $0$ and nothing is gained. For $c<-1$ it is $1+c$, with the symmetric combination $(0,1,1)/\sqrt2$ as ground vector.

```lean
#print axioms DecoupledGroundVector.ground_energy_lowered_iff
#print axioms DecoupledGroundVector.lower_state_orthogonal
#print axioms DecoupledGroundVector.decoupled_ground_vector_beaten
```

```
'DecoupledGroundVector.ground_energy_lowered_iff' depends on axioms: [propext, Classical.choice, Quot.sound]
'DecoupledGroundVector.lower_state_orthogonal' depends on axioms: [propext, Classical.choice, Quot.sound]
'DecoupledGroundVector.decoupled_ground_vector_beaten' depends on axioms: [propext, Classical.choice, Quot.sound]
```
